# Six first-order pair stretches fix the displacement of a non-planar X4 molecule up to infinitesimal rigid motion

**A:** Let four atoms sit at positions r_0, …, r_3 in ℝ³, not all in one plane, and let u_i be their displacements. Every pair satisfies

(u_i − u_j)·(r_i − r_j) = 0

exactly when u_i = a + b × r_i for a unique pair of vectors a, b. This is an infinitesimal rigid motion. Moreover, the six dot products, one for each pair of atoms, can be prescribed freely, and they fix the displacement up to such a motion.

**Q:** Your condition is a dot product. What does it have to do with the distance between two atoms?

**A:** It is half the rate of change of the squared distance. Move the atoms along r_i + t u_i. The squared distance is

|r_i − r_j|² + 2t (u_i − u_j)·(r_i − r_j) + t² |u_i − u_j|²

so its rate at t = 0 is twice the dot product, which the file calls `stretch`. Dividing `stretch` by the distance |r_i − r_j| gives the rate of the distance itself. `Vec` is ℝ³, and `Fin 4` labels the atoms 0 to 3. `hasDerivAt_sq_distance` proves the rate by expanding this polynomial.

In Lean 4 with Mathlib:

```lean
import Mathlib

open Matrix

namespace TetrahedralVibrations

noncomputable section

/-- Vectors in three-dimensional space. -/
abbrev Vec := Fin 3 → ℝ

/-- The first-order stretch of the pair `i, j`: relative displacement dotted with
the vector joining the two atoms. -/
def stretch (r u : Fin 4 → Vec) (i j : Fin 4) : ℝ :=
  (u i - u j) ⬝ᵥ (r i - r j)

/-- The matrix whose rows are the three edge vectors from atom `0`. -/
abbrev edgeMatrix (r : Fin 4 → Vec) : Matrix (Fin 3) (Fin 3) ℝ :=
  Matrix.of ![r 1 - r 0, r 2 - r 0, r 3 - r 0]

/-- When the atoms move along `r + t u`, the squared distance of a pair changes at
`t = 0` at twice the rate `stretch`. -/
theorem hasDerivAt_sq_distance (r u : Fin 4 → Vec) (i j : Fin 4) :
    HasDerivAt (fun t : ℝ => ((r i + t • u i) - (r j + t • u j)) ⬝ᵥ
      ((r i + t • u i) - (r j + t • u j))) (2 * stretch r u i j) 0 := by
  -- the squared distance is a quadratic polynomial in t
  have e : (fun t : ℝ => ((r i + t • u i) - (r j + t • u j)) ⬝ᵥ
      ((r i + t • u i) - (r j + t • u j))) =
      fun t : ℝ => ((r i - r j) ⬝ᵥ (r i - r j) + 2 * stretch r u i j * t) +
        (u i - u j) ⬝ᵥ (u i - u j) * t ^ 2 := by
    funext t
    simp only [stretch, dotProduct, Fin.sum_univ_three, Pi.sub_apply, Pi.add_apply,
      Pi.smul_apply, smul_eq_mul]
    ring
  rw [e]
  have h := (((hasDerivAt_id' (0 : ℝ)).const_mul (2 * stretch r u i j)).const_add
    ((r i - r j) ⬝ᵥ (r i - r j))).fun_add
    (((hasDerivAt_id' (0 : ℝ)).fun_pow 2).const_mul ((u i - u j) ⬝ᵥ (u i - u j)))
  exact h.congr_deriv (by simp)
```

**Q:** How does "not in one plane" enter?

**A:** As `AffineIndependent ℝ r`. Write e_j = r_j − r_0. The hypothesis makes e_1, e_2, e_3 linearly independent, so

D = e_1·(e_2 × e_3) ≠ 0.

This is the determinant of `edgeMatrix`. Inverting that matrix gives a vector with any prescribed products with the three edges.

```lean
/-- The edge vectors of a non-degenerate tetrahedron have non-zero determinant. -/
theorem edge_det_ne_zero {r : Fin 4 → Vec} (hr : AffineIndependent ℝ r) :
    (edgeMatrix r).det ≠ 0 := by
  have h1 := (affineIndependent_iff_linearIndependent_vsub ℝ r 0).mp hr
  have h2 := h1.comp
    (fun k : Fin 3 => (⟨k.succ, Fin.succ_ne_zero k⟩ : {x : Fin 4 // x ≠ 0}))
    (fun a b h => Fin.succ_injective _ (congrArg Subtype.val h))
  have h3 : LinearIndependent ℝ (edgeMatrix r).row := by
    have e : (edgeMatrix r).row = fun k : Fin 3 => r k.succ - r 0 := by
      funext k
      fin_cases k <;> rfl
    rw [e]
    exact h2
  exact ((Matrix.isUnit_iff_isUnit_det _).mp
    (Matrix.linearIndependent_rows_iff_isUnit.mp h3)).ne_zero

/-- In a non-degenerate tetrahedron there is a vector with any prescribed scalar
products with the edges from atom `0`. -/
theorem exists_edge_products {r : Fin 4 → Vec} (hr : AffineIndependent ℝ r)
    (c : Fin 4 → ℝ) (h0 : c 0 = 0) : ∃ x : Vec, ∀ j, x ⬝ᵥ (r j - r 0) = c j := by
  have hx : edgeMatrix r *ᵥ ((edgeMatrix r)⁻¹ *ᵥ ![c 1, c 2, c 3]) = ![c 1, c 2, c 3] := by
    rw [Matrix.mulVec_mulVec, Matrix.mul_nonsing_inv _
      (isUnit_iff_ne_zero.mpr (edge_det_ne_zero hr)), Matrix.one_mulVec]
  refine ⟨(edgeMatrix r)⁻¹ *ᵥ ![c 1, c 2, c 3], fun j => ?_⟩
  fin_cases j
  · show _ ⬝ᵥ (r 0 - r 0) = c 0
    rw [h0, sub_self, dotProduct_zero]
  · exact (dotProduct_comm _ _).trans (congrFun hx 0)
  · exact (dotProduct_comm _ _).trans (congrFun hx 1)
  · exact (dotProduct_comm _ _).trans (congrFun hx 2)
```

**Q:** Then where does the rotation vector come from?

**A:** From three mixed products. Put w_i = u_i − u_0 and take

b = [(w_2·e_3) e_1 + (w_3·e_1) e_2 + (w_1·e_2) e_3] / D.

Since (b × e_1)·e_2 = b·(e_1 × e_2), only the e_3 term survives, and the product equals w_1·e_2. Cyclically, (b × e_2)·e_3 = w_2·e_3 and (b × e_3)·e_1 = w_3·e_1. That is `exists_rotation`. The expansion before it, valid for any vector c, will give uniqueness:

D c = ((c × e_2)·e_3) e_1 + ((c × e_3)·e_1) e_2 + ((c × e_1)·e_2) e_3.

```lean
/-- The determinant of `x, y, z` times any vector `c`, expanded in `x, y, z` with mixed products as
coefficients. -/
theorem edge_expansion (x y z c : Vec) :
    (Matrix.of ![x, y, z]).det • c =
      ((c ⨯₃ y) ⬝ᵥ z) • x + ((c ⨯₃ z) ⬝ᵥ x) • y + ((c ⨯₃ x) ⬝ᵥ y) • z := by
  ext k
  fin_cases k <;>
    simp [Matrix.det_fin_three, cross_apply, dotProduct, Fin.sum_univ_three] <;> ring

/-- Three independent edges admit a rotation vector with any three prescribed
mixed products. -/
theorem exists_rotation (x y z : Vec) (hD : (Matrix.of ![x, y, z]).det ≠ 0) (p q s : ℝ) :
    ∃ b : Vec, (b ⨯₃ x) ⬝ᵥ y = s ∧ (b ⨯₃ y) ⬝ᵥ z = p ∧ (b ⨯₃ z) ⬝ᵥ x = q := by
  have key : ∀ p q s : ℝ,
      ((p • x + q • y + s • z) ⨯₃ x) ⬝ᵥ y = s * (Matrix.of ![x, y, z]).det ∧
      ((p • x + q • y + s • z) ⨯₃ y) ⬝ᵥ z = p * (Matrix.of ![x, y, z]).det ∧
      ((p • x + q • y + s • z) ⨯₃ z) ⬝ᵥ x = q * (Matrix.of ![x, y, z]).det := by
    intro p q s
    refine ⟨?_, ?_, ?_⟩ <;>
      simp [Matrix.det_fin_three, cross_apply, dotProduct, Fin.sum_univ_three] <;> ring
  obtain ⟨h1, h2, h3⟩ := key (p / (Matrix.of ![x, y, z]).det)
    (q / (Matrix.of ![x, y, z]).det) (s / (Matrix.of ![x, y, z]).det)
  exact ⟨_, h1.trans (div_mul_cancel₀ _ hD), h2.trans (div_mul_cancel₀ _ hD),
    h3.trans (div_mul_cancel₀ _ hD)⟩
```

**Q:** You matched three numbers, but each w_i has three components.

**A:** The zero stretches supply the rest. Pairs (i, 0) give w_i·e_i = 0; pair (i, j) then gives w_i·e_j = −w_j·e_i. The products (b × e_i)·e_j are antisymmetric too, hence so is

f_ij = (b × e_i − w_i)·e_j.

Row 0 vanishes because e_0 = w_0 = 0, and the choice of b removes f_12, f_23 and f_31. So f = 0, which is `antisymm_eq_zero`. A vector orthogonal to all three edges is zero, so w_i = b × e_i, that is

u_i = (u_0 − b × r_0) + b × r_i.

If a′, b′ also work, c = b′ − b has c × e_i = 0 for every i. The expansion gives D c = 0, so b′ = b and then a′ = a. Conversely, a rigid motion has stretch (b × (r_i − r_j))·(r_i − r_j) = 0.

The theorem follows these steps; `∃!` over `Vec × Vec` expresses the unique pair, and `linear_combination` does the bookkeeping with the stretch equations.

```lean
/-- An antisymmetric table on four atoms vanishes if its six independent entries do. -/
theorem antisymm_eq_zero (f : Fin 4 → Fin 4 → ℝ) (ha : ∀ i j, f i j = -f j i)
    (h0 : ∀ j, f 0 j = 0) (h12 : f 1 2 = 0) (h23 : f 2 3 = 0) (h31 : f 3 1 = 0) :
    ∀ i j, f i j = 0 := by
  have d : ∀ i, f i i = 0 := fun i => by linarith [ha i i]
  have c0 : ∀ i, f i 0 = 0 := fun i => by linarith [ha i 0, h0 i]
  have h21 : f 2 1 = 0 := by linarith [ha 2 1]
  have h32 : f 3 2 = 0 := by linarith [ha 3 2]
  have h13 : f 1 3 = 0 := by linarith [ha 1 3]
  intro i j
  fin_cases i <;> fin_cases j <;>
    first
    | exact d _ | exact h0 _ | exact c0 _ | exact h12 | exact h23 | exact h31
    | exact h21 | exact h32 | exact h13

/-- For a non-degenerate X4 tetrahedron, all pair stretches vanish exactly when the
displacement is `a + b × r` for a unique translation `a` and rotation vector `b`. -/
theorem stretch_eq_zero_iff_rigid {r : Fin 4 → Vec} (hr : AffineIndependent ℝ r)
    (u : Fin 4 → Vec) :
    (∀ i j, stretch r u i j = 0) ↔
      ∃! p : Vec × Vec, ∀ i, u i = p.1 + p.2 ⨯₃ r i := by
  have hD := edge_det_ne_zero hr
  constructor
  · intro h
    -- three mixed products fix the rotation vector
    obtain ⟨b, h12, h23, h31⟩ := exists_rotation _ _ _ hD
      ((u 2 - u 0) ⬝ᵥ (r 3 - r 0)) ((u 3 - u 0) ⬝ᵥ (r 1 - r 0))
      ((u 1 - u 0) ⬝ᵥ (r 2 - r 0))
    have key := antisymm_eq_zero
      (fun i j => (b ⨯₃ (r i - r 0) - (u i - u 0)) ⬝ᵥ (r j - r 0))
      (by
        intro i j
        have e1 := h i j
        have e2 := h i 0
        have e3 := h j 0
        simp only [stretch, dotProduct, Fin.sum_univ_three, cross_apply, Pi.sub_apply,
          Matrix.cons_val] at e1 e2 e3 ⊢
        linear_combination e1 - e2 - e3)
      (by intro j; simp)
      ((sub_dotProduct _ _ _).trans (sub_eq_zero.mpr h12))
      ((sub_dotProduct _ _ _).trans (sub_eq_zero.mpr h23))
      ((sub_dotProduct _ _ _).trans (sub_eq_zero.mpr h31))
    have hb : ∀ i, u i = (u 0 - b ⨯₃ r 0) + b ⨯₃ r i := by
      intro i
      have hi : b ⨯₃ (r i - r 0) - (u i - u 0) = 0 := by
        apply Matrix.eq_zero_of_mulVec_eq_zero hD
        ext k
        fin_cases k
        · exact (dotProduct_comm _ _).trans (key i 1)
        · exact (dotProduct_comm _ _).trans (key i 2)
        · exact (dotProduct_comm _ _).trans (key i 3)
      rw [map_sub] at hi
      linear_combination (norm := module) -hi
    refine ⟨(u 0 - b ⨯₃ r 0, b), hb, ?_⟩
    -- a second rotation vector has the same products with all edges
    rintro ⟨a', b'⟩ h'
    have h2 : ∀ i, u i = a' + b' ⨯₃ r i := h'
    have hc : ∀ i, (b' - b) ⨯₃ (r i - r 0) = 0 := by
      intro i
      simp only [map_sub, LinearMap.sub_apply]
      linear_combination (norm := module) hb i - h2 i - hb 0 + h2 0
    have e := edge_expansion (r 1 - r 0) (r 2 - r 0) (r 3 - r 0) (b' - b)
    rw [hc 1, hc 2, hc 3] at e
    simp only [zero_dotProduct, zero_smul, add_zero] at e
    have hbb : b' = b := sub_eq_zero.mp ((smul_eq_zero.mp e).resolve_left hD)
    subst hbb
    have haa : a' = u 0 - b' ⨯₃ r 0 := eq_sub_of_add_eq (h2 0).symm
    rw [haa]
  · rintro ⟨⟨a, b⟩, hab, -⟩ i j
    have hi : u i = a + b ⨯₃ r i := hab i
    have hj : u j = a + b ⨯₃ r j := hab j
    rw [stretch, hi, hj]
    simp only [dotProduct, Fin.sum_univ_three, cross_apply, Pi.sub_apply, Pi.add_apply,
      Matrix.cons_val]
    ring
```

**Q:** That covers zero stretches. Are the six values really independent coordinates?

**A:** Yes. Take a table s_ij, symmetric with zero diagonal, hence six free numbers. Choose each u_i so that

u_i·e_j = (s_0i + s_0j − s_ij)/2.

At j = 0 both sides vanish, as they must. Then

(u_i − u_j)·(e_i − e_j) = s_0i − (s_0i + s_0j − s_ij) + s_0j = s_ij.

If u and v have equal stretches, v − u has none, so the main theorem makes it rigid.

```lean
/-- Every prescribed set of six pair stretches of a non-degenerate tetrahedron is
produced by some displacement of the atoms. -/
theorem exists_displacement {r : Fin 4 → Vec} (hr : AffineIndependent ℝ r)
    (s : Fin 4 → Fin 4 → ℝ) (hs : ∀ i j, s i j = s j i) (hd : ∀ i, s i i = 0) :
    ∃ u : Fin 4 → Vec, ∀ i j, stretch r u i j = s i j := by
  choose u hu using fun i => exists_edge_products hr
    (fun j => (s 0 i + s 0 j - s i j) / 2)
    (by
      show (s 0 i + s 0 0 - s i 0) / 2 = 0
      rw [hd, hs i 0]
      ring)
  refine ⟨u, fun i j => ?_⟩
  have e1 := hu i i
  have e2 := hu i j
  have e3 := hu j i
  have e4 := hu j j
  simp only [stretch, sub_dotProduct, dotProduct_sub] at e1 e2 e3 e4 ⊢
  linear_combination e1 - e2 - e3 + e4 + hs j i / 2 - hd i / 2 - hd j / 2

/-- Two displacements of a non-degenerate tetrahedron with the same pair stretches
differ by a unique infinitesimal rigid motion. -/
theorem displacement_unique_mod_rigid {r : Fin 4 → Vec} (hr : AffineIndependent ℝ r)
    (u v : Fin 4 → Vec) (h : ∀ i j, stretch r u i j = stretch r v i j) :
    ∃! p : Vec × Vec, ∀ i, v i - u i = p.1 + p.2 ⨯₃ r i := by
  refine (stretch_eq_zero_iff_rigid hr (fun i => v i - u i)).mp fun i j => ?_
  have e := h i j
  simp only [stretch, sub_dotProduct, dotProduct_sub] at e ⊢
  linear_combination -e
```

**Q:** What happens when the tetrahedron is flattened?

**A:** The result fails in that limit. Lift one corner of a planar square: the displacement is perpendicular to every line joining two atoms, diagonals included, so all six stretches vanish. A rigid motion, however, gives heights that are affine in position, so the two diagonals must have equal height sums. Here the sums are 1 and 0.

```lean
/-- Four atoms at the corners of a planar unit square. -/
def square : Fin 4 → Vec := ![![0, 0, 0], ![1, 0, 0], ![0, 1, 0], ![1, 1, 0]]

/-- Displacement of one corner atom perpendicular to the plane. -/
def pucker : Fin 4 → Vec := ![![0, 0, 0], ![0, 0, 0], ![0, 0, 0], ![0, 0, 1]]

/-- In the planar square, lifting one corner out of the plane gives zero stretch for
every pair but is not an infinitesimal rigid motion. -/
theorem planar_counterexample :
    (∀ i j, stretch square pucker i j = 0) ∧
      ¬ ∃ a b : Vec, ∀ i, pucker i = a + b ⨯₃ square i := by
  constructor
  · intro i j
    fin_cases i <;> fin_cases j <;>
      simp [stretch, square, pucker, dotProduct, Fin.sum_univ_three]
  · rintro ⟨a, b, h⟩
    -- compare the perpendicular components at the four corners
    have h0 := congrFun (h 0) 2
    have h1 := congrFun (h 1) 2
    have h2 := congrFun (h 2) 2
    have h3 := congrFun (h 3) 2
    simp [square, pucker, cross_apply] at h0 h1 h2 h3
    linarith

end

end TetrahedralVibrations
```

```lean
#print axioms TetrahedralVibrations.hasDerivAt_sq_distance
#print axioms TetrahedralVibrations.exists_displacement
#print axioms TetrahedralVibrations.displacement_unique_mod_rigid
#print axioms TetrahedralVibrations.planar_counterexample
```

```
'TetrahedralVibrations.hasDerivAt_sq_distance' depends on axioms: [propext, Classical.choice, Quot.sound]
'TetrahedralVibrations.exists_displacement' depends on axioms: [propext, Classical.choice, Quot.sound]
'TetrahedralVibrations.displacement_unique_mod_rigid' depends on axioms: [propext, Classical.choice, Quot.sound]
'TetrahedralVibrations.planar_counterexample' depends on axioms: [propext, Classical.choice, Quot.sound]
```

**Q:** So what may I use this for?

**A:** In a harmonic vibrational analysis of a non-planar four-atom molecule such as P4, the six pair stretches are a complete, non-redundant set of internal coordinates for infinitesimal displacements. The theorems involve no masses, forces or frequencies, and they need no tetrahedral symmetry. They do not address finite distortions; mirror-image shapes, for instance, share all six lengths.
